# Time reversal combined with a translation s on finite-lattice spinors: at a real Bloch character χ, χ(2s) = 1 gives orthogonal pairs and χ(2s) = −1 gives a Bloch space spanned by fixed vectors

Let $S$ be time reversal followed by a translation $s$, acting on spin-1/2 fields over a finite periodic lattice. It is antiunitary, and its square is minus the translation by $2s$. At a real Bloch character $\chi$ I expect two cases: if $\chi(2s)=1$, every $\psi$ is orthogonal to $S\psi$, as in a Kramers pair; if $\chi(2s)=-1$, the Bloch space is spanned by vectors that $S$ leaves fixed. I know this from those antiferromagnets whose magnetic order is left unchanged by time reversal followed by a half-translation. Can it be stated rigorously, with all signs fixed, and checked by machine?

## The sign of χ(2s) separates the two cases

Yes. For a finite abelian group $G$ of sites, a subgroup $H$ containing $2s$ and a real character $\chi$ of $H$, the number $\chi(2s)$ is $1$ or $-1$, and the two cases are as you describe. The Lean file below proves this.

Write $\psi(r)=(\psi_0(r),\psi_1(r))$ for the two spin components. Since $i\sigma_y=\begin{pmatrix}0&1\\-1&0\end{pmatrix}$,
$$(S\psi)(r)=\big(\overline{\psi_1(r-s)},\,-\overline{\psi_0(r-s)}\big).$$

**Square.** Applying this twice gives $(S^2\psi)(r)=-\psi(r-2s)$, that is, $S^2=-T(2s)$ with $(T(a)\psi)(r)=\psi(r-a)$.

**Antiunitarity.** $S$ is additive, and $S(c\psi)=\bar c\,S\psi$. It is bijective because $S^2$ is. With $\langle\varphi,\psi\rangle=\sum_{r,i}\overline{\varphi_i(r)}\,\psi_i(r)$,
$$\langle S\varphi,S\psi\rangle=\sum_{r,i}\varphi_i(r-s)\,\overline{\psi_i(r-s)}=\overline{\langle\varphi,\psi\rangle},$$
where the last step relabels the sites.

**Bloch spaces.** Let $\psi(r+h)=\chi(h)\psi(r)$ for all $h\in H$. Then $(S\psi)(r+h)=\overline{\chi(h)}\,(S\psi)(r)$, so $S\psi$ belongs to $\bar\chi$. Put $\lambda=\chi(2s)$. The Bloch condition gives $\psi(r)=\lambda\,\psi(r-2s)$, hence $\lambda S^2\psi=-\psi$.

**Orthogonality.** Take the overlap of $\lambda S^2\psi+\psi=0$ with $S\psi$. Both $\langle S\psi,S^2\psi\rangle$ and $\langle S\psi,\psi\rangle$ equal $\overline{\langle\psi,S\psi\rangle}$, so
$$(\lambda+1)\,\overline{\langle\psi,S\psi\rangle}=0.$$
If $\lambda\neq-1$, then $\psi\perp S\psi$. If moreover $\psi\ne0$ and $a\psi+bS\psi=0$, the overlap with $\psi$ gives $a=0$. The overlap with $S\psi$ then gives $b=0$, because $\langle S\psi,S\psi\rangle=\overline{\langle\psi,\psi\rangle}\neq0$.

**Fixed vectors.** Let $\chi$ be real and $\lambda=-1$. Then $S^2\psi=\psi$, and $S\psi$ lies in the same Bloch space. The vectors $u=\psi+S\psi$ and $v=i(\psi-S\psi)$ are both fixed by $S$, and $\psi=\tfrac12u-\tfrac i2v$.

**Only two values.** In the finite group $H$ we have $|H|\cdot 2s=0$, so $\lambda^{|H|}=1$ and $|\lambda|=1$. A real $\lambda$ is therefore $\pm1$.

## What the Lean statements say about the lattice

`SpinorField G` is the type of functions `G → Fin 2 → ℂ`: one spin-1/2 orbital per site, with periodic boundary conditions built into the group. `overlap` is the unnormalised sum over sites and spin, conjugate-linear in its first argument. `AddChar H ℂ` is a Bloch character, which one may read as $e^{ik\cdot h}$, and `bloch H χ` is its Bloch space as a complex subspace. The hypothesis `hs : s + s ∈ H` says that $2s$ is a translation of the magnetic lattice. The hypothesis `hr` says that $\chi$ is real, which stands for a momentum $k$ equivalent to $-k$.

The main theorem, `real_bloch_dichotomy`, says that under `hs` and `hr` the map $S$ preserves the Bloch space and one of two alternatives holds. Either $\chi(2s)=1$, and every $\psi$ in the space is orthogonal to $S\psi$ and, if nonzero, linearly independent of it; or $\chi(2s)=-1$, and the Bloch space equals the complex span of its $S$-fixed members. The separate theorem `kramers_pair` needs only $\chi(2s)\neq-1$ and so includes complex characters, for which $S\psi$ sits at the conjugate character.

These are statements about vectors, not energies. For a non-interacting Hamiltonian on this finite lattice that commutes with $S$ and with the translations in $H$, the pairing makes every level at a real character with $\chi(2s)=1$ at least doubly degenerate; that consequence is not formalised here. The case $\chi(2s)=-1$ requires $s\notin H$, since otherwise $\chi(2s)=\chi(s)^2=1$ for real $\chi$.

```lean
import Mathlib

open Matrix ComplexConjugate

namespace MagneticTranslationSpinor

noncomputable section

/-- Two-component spinor fields on the sites of `G`. -/
abbrev SpinorField (G : Type*) := G → Fin 2 → ℂ

/-- The Pauli matrix `σ_y`. -/
def sigmaY : Matrix (Fin 2) (Fin 2) ℂ := !![0, -Complex.I; Complex.I, 0]

variable {G : Type*} [AddCommGroup G]

/-- Translation of a spinor field by `a`. -/
def translate (a : G) (ψ : SpinorField G) : SpinorField G := fun r => ψ (r - a)

/-- Time reversal combined with translation by `s`: `(S ψ)(r) = i σ_y conj (ψ (r - s))`. -/
def S (s : G) (ψ : SpinorField G) : SpinorField G :=
  fun r => (Complex.I • sigmaY) *ᵥ fun i => conj (ψ (r - s) i)

/-- The overlap `⟨φ, ψ⟩`, summed over sites and spin components. -/
def overlap [Fintype G] (φ ψ : SpinorField G) : ℂ := ∑ r, ∑ i, conj (φ r i) * ψ r i

/-- The Bloch space of a character `χ` of the translation subgroup `H`. -/
def bloch (H : AddSubgroup G) (χ : AddChar H ℂ) : Submodule ℂ (SpinorField G) where
  carrier := {ψ | ∀ (h : H) (r : G), ψ (r + (h : G)) = χ h • ψ r}
  add_mem' := by
    intro a b ha hb h r
    change a (r + (h : G)) + b (r + (h : G)) = χ h • (a r + b r)
    rw [ha h r, hb h r, smul_add]
  zero_mem' := by
    intro h r
    exact (smul_zero (χ h)).symm
  smul_mem' := by
    intro c a ha h r
    change c • a (r + (h : G)) = χ h • (c • a r)
    rw [ha h r]
    exact smul_comm _ _ _

/-- The complex conjugate of a character. -/
def conjChar {H : AddSubgroup G} (χ : AddChar H ℂ) : AddChar H ℂ where
  toFun h := conj (χ h)
  map_zero_eq_one' := by simp
  map_add_eq_mul' a b := by rw [AddChar.map_add_eq_mul, map_mul]

/-- The two spin components of `S ψ`. -/
theorem S_apply (s : G) (ψ : SpinorField G) (r : G) :
    S s ψ r = ![conj (ψ (r - s) 1), -conj (ψ (r - s) 0)] := by
  refine funext (Fin.forall_fin_two.2 ⟨?_, ?_⟩) <;>
    simp [S, sigmaY, Matrix.mulVec, dotProduct, Fin.sum_univ_two]

/-- `S` squares to minus the translation by `2s`. -/
theorem S_sq (s : G) (ψ : SpinorField G) : S s (S s ψ) = -translate (s + s) ψ := by
  funext r
  refine funext (Fin.forall_fin_two.2 ⟨?_, ?_⟩) <;> simp [S_apply, translate, sub_sub]

/-- `S` is antiunitary: additive, conjugate-homogeneous, bijective, and it conjugates overlaps. -/
theorem S_antiunitary [Fintype G] (s : G) :
    (∀ φ ψ : SpinorField G, S s (φ + ψ) = S s φ + S s ψ) ∧
    (∀ (c : ℂ) (ψ : SpinorField G), S s (c • ψ) = conj c • S s ψ) ∧
    Function.Bijective (S s) ∧
    ∀ φ ψ : SpinorField G, overlap (S s φ) (S s ψ) = conj (overlap φ ψ) := by
  refine ⟨fun φ ψ => ?_, fun c ψ => ?_, ⟨fun φ ψ h => ?_, fun ψ => ?_⟩, fun φ ψ => ?_⟩
  · funext r
    refine funext (Fin.forall_fin_two.2 ⟨?_, ?_⟩) <;> simp [S_apply, add_comm]
  · funext r
    refine funext (Fin.forall_fin_two.2 ⟨?_, ?_⟩) <;> simp [S_apply]
  · have h2 := congrArg (S s) h
    rw [S_sq, S_sq, neg_inj] at h2
    funext r
    have h3 := congrFun h2 (r + (s + s))
    simpa only [translate, add_sub_cancel_right] using h3
  · refine ⟨S s (-translate (-(s + s)) ψ), ?_⟩
    rw [S_sq]
    funext r
    simp only [translate, Pi.neg_apply, neg_neg, sub_neg_eq_add, sub_add_cancel]
  · -- compare site by site, then relabel the sites
    calc overlap (S s φ) (S s ψ)
        = ∑ r, conj (∑ i, conj (φ (r - s) i) * ψ (r - s) i) := by
          unfold overlap
          refine Finset.sum_congr rfl fun r _ => ?_
          simp [S_apply, Fin.sum_univ_two]
          ring
      _ = ∑ r, conj (∑ i, conj (φ r i) * ψ r i) :=
          Equiv.sum_comp (Equiv.subRight s) (fun r => conj (∑ i, conj (φ r i) * ψ r i))
      _ = conj (overlap φ ψ) := by simp only [overlap, map_sum]

omit [AddCommGroup G] in
/-- The overlap is linear in its second argument. -/
theorem overlap_linear [Fintype G] (φ α β : SpinorField G) (a b : ℂ) :
    overlap φ (a • α + b • β) = a * overlap φ α + b * overlap φ β := by
  simp only [overlap, Pi.add_apply, Pi.smul_apply, smul_eq_mul, Finset.mul_sum,
    ← Finset.sum_add_distrib]
  exact Finset.sum_congr rfl fun r _ => Finset.sum_congr rfl fun i _ => by ring

variable {H : AddSubgroup G} {χ : AddChar H ℂ} {s : G} {ψ : SpinorField G}

/-- `S` maps the Bloch space of `χ` into that of the conjugate character. -/
theorem S_bloch (s : G) (hψ : ψ ∈ bloch H χ) : S s ψ ∈ bloch H (conjChar χ) := by
  change ∀ (h : H) (r : G), S s ψ (r + (h : G)) = conj (χ h) • S s ψ r
  intro h r
  have e : r + (h : G) - s = (r - s) + (h : G) := by abel
  have hb : ψ ((r - s) + (h : G)) = χ h • ψ (r - s) := hψ h (r - s)
  rw [S_apply, S_apply, e, hb]
  refine funext (Fin.forall_fin_two.2 ⟨?_, ?_⟩) <;> simp

/-- On the Bloch space of `χ`, the square of `S` obeys `χ(2s) S² ψ = -ψ`. -/
theorem bloch_S_sq (hs : s + s ∈ H) (hψ : ψ ∈ bloch H χ) :
    χ ⟨s + s, hs⟩ • S s (S s ψ) = -ψ := by
  rw [S_sq, smul_neg, neg_inj]
  funext r
  have h : ψ (r - (s + s) + (s + s)) = χ ⟨s + s, hs⟩ • ψ (r - (s + s)) :=
    hψ ⟨s + s, hs⟩ (r - (s + s))
  rw [sub_add_cancel] at h
  exact h.symm

/-- If `χ(2s) ≠ -1`, a Bloch spinor `ψ` is orthogonal to `S ψ`, and for `ψ ≠ 0` the two are
linearly independent. -/
theorem kramers_pair [Fintype G] (hs : s + s ∈ H) (hχ : χ ⟨s + s, hs⟩ ≠ -1)
    (hψ : ψ ∈ bloch H χ) :
    overlap ψ (S s ψ) = 0 ∧ (ψ ≠ 0 → LinearIndependent ℂ ![ψ, S s ψ]) := by
  obtain ⟨-, -, -, hU⟩ := S_antiunitary s
  have z : ∀ φ : SpinorField G, overlap φ 0 = 0 := fun φ => by simp [overlap]
  have sym : overlap (S s ψ) ψ = conj (overlap ψ (S s ψ)) := by
    simp [overlap, mul_comm]
  have orth : overlap ψ (S s ψ) = 0 := by
    -- antiunitarity and the square of S give (χ(2s) + 1) conj ⟨ψ, Sψ⟩ = 0
    have h := overlap_linear (S s ψ) (S s (S s ψ)) ψ (χ ⟨s + s, hs⟩) 1
    rw [bloch_S_sq hs hψ, one_smul, neg_add_cancel, z, hU, sym] at h
    have h3 : (χ ⟨s + s, hs⟩ + 1) * conj (overlap ψ (S s ψ)) = 0 := by
      linear_combination -h
    rcases mul_eq_zero.1 h3 with h4 | h4
    · exact absurd (eq_neg_of_add_eq_zero_left h4) hχ
    · exact (map_eq_zero (starRingEnd ℂ)).1 h4
  refine ⟨orth, fun h0 => ?_⟩
  have hn : overlap ψ ψ ≠ 0 := by
    intro h
    have h' : ∑ r, ∑ i, Complex.normSq (ψ r i) = 0 := by
      apply Complex.ofReal_eq_zero.1
      refine Eq.trans ?_ h
      simp only [overlap, Complex.ofReal_sum, Complex.normSq_eq_conj_mul_self]
    apply h0
    funext r i
    have h1 := (Finset.sum_eq_zero_iff_of_nonneg (fun r _ =>
      Finset.sum_nonneg fun i _ => Complex.normSq_nonneg (ψ r i))).1 h' r (Finset.mem_univ r)
    have h2 := (Finset.sum_eq_zero_iff_of_nonneg (fun i _ =>
      Complex.normSq_nonneg (ψ r i))).1 h1 i (Finset.mem_univ i)
    exact Complex.normSq_eq_zero.1 h2
  rw [LinearIndependent.pair_iff]
  intro a b hab
  have ha := overlap_linear ψ ψ (S s ψ) a b
  rw [hab, z, orth, mul_zero, add_zero] at ha
  have a0 : a = 0 := (mul_eq_zero.1 ha.symm).resolve_right hn
  have hb := overlap_linear (S s ψ) ψ (S s ψ) a b
  rw [hab, z, a0, zero_mul, zero_add, hU] at hb
  exact ⟨a0, (mul_eq_zero.1 hb.symm).resolve_right
    fun h => hn ((map_eq_zero (starRingEnd ℂ)).1 h)⟩

/-- For real `χ` with `χ(2s) = -1`, the Bloch space is spanned by its `S`-fixed vectors. -/
theorem bloch_eq_span_fixed [Fintype G] (hs : s + s ∈ H) (hr : ∀ h, conj (χ h) = χ h)
    (hχ : χ ⟨s + s, hs⟩ = -1) :
    bloch H χ = Submodule.span ℂ {φ | φ ∈ bloch H χ ∧ S s φ = φ} := by
  refine le_antisymm (fun ψ hψ => ?_) (Submodule.span_le.2 fun φ hφ => hφ.1)
  obtain ⟨hadd, hsmul, -, -⟩ := S_antiunitary s
  have hc : conjChar χ = χ := DFunLike.ext _ _ hr
  have hS : S s ψ ∈ bloch H χ := by
    have h := S_bloch s hψ
    rwa [hc] at h
  have h2 : S s (S s ψ) = ψ := by
    have h := bloch_S_sq hs hψ
    rwa [hχ, neg_smul, one_smul, neg_inj] at h
  -- the two fixed combinations ψ + Sψ and i(ψ - Sψ)
  have u1 : ψ + S s ψ ∈ Submodule.span ℂ {φ | φ ∈ bloch H χ ∧ S s φ = φ} :=
    Submodule.subset_span ⟨Submodule.add_mem _ hψ hS, by rw [hadd, h2, add_comm]⟩
  have u2 : Complex.I • ψ + (-Complex.I) • S s ψ ∈
      Submodule.span ℂ {φ | φ ∈ bloch H χ ∧ S s φ = φ} :=
    Submodule.subset_span ⟨Submodule.add_mem _ (Submodule.smul_mem _ _ hψ)
      (Submodule.smul_mem _ _ hS), by
        rw [hadd, hsmul, hsmul, h2, map_neg, Complex.conj_I, neg_neg, add_comm]⟩
  have hdec : ψ = (1 / 2 : ℂ) • (ψ + S s ψ) +
      (-Complex.I / 2) • (Complex.I • ψ + (-Complex.I) • S s ψ) := by
    funext r i
    simp only [Pi.add_apply, Pi.smul_apply, smul_eq_mul]
    linear_combination ((ψ r i - S s ψ r i) / 2) * Complex.I_mul_I
  have m := Submodule.add_mem _ (Submodule.smul_mem _ (1 / 2 : ℂ) u1)
    (Submodule.smul_mem _ (-Complex.I / 2) u2)
  rwa [← hdec] at m

/-- For a real character, `S` preserves the Bloch space. Either `χ(2s) = 1` and each `ψ` is
orthogonal to `S ψ` (independent of it if `ψ ≠ 0`), or `χ(2s) = -1` and `S`-fixed vectors span. -/
theorem real_bloch_dichotomy [Fintype G] (hs : s + s ∈ H) (hr : ∀ h, conj (χ h) = χ h) :
    (∀ ψ ∈ bloch H χ, S s ψ ∈ bloch H χ) ∧
    ((χ ⟨s + s, hs⟩ = 1 ∧ ∀ ψ ∈ bloch H χ, overlap ψ (S s ψ) = 0 ∧
        (ψ ≠ 0 → LinearIndependent ℂ ![ψ, S s ψ])) ∨
      (χ ⟨s + s, hs⟩ = -1 ∧
        bloch H χ = Submodule.span ℂ {φ | φ ∈ bloch H χ ∧ S s φ = φ})) := by
  have hc : conjChar χ = χ := DFunLike.ext _ _ hr
  refine ⟨fun ψ hψ => ?_, ?_⟩
  · have h := S_bloch s hψ
    rwa [hc] at h
  -- characters of a finite group have modulus one, so a real value is a sign
  have hp : (χ ⟨s + s, hs⟩) ^ Nat.card H = 1 := by
    rw [← AddChar.map_nsmul_eq_pow, card_nsmul_eq_zero', AddChar.map_zero_eq_one]
  have hn : ‖χ ⟨s + s, hs⟩‖ = 1 := by
    have h := congrArg norm hp
    rw [norm_pow, norm_one] at h
    exact (pow_eq_one_iff_of_nonneg (norm_nonneg _) Nat.card_pos.ne').1 h
  have hq : χ ⟨s + s, hs⟩ * χ ⟨s + s, hs⟩ = 1 := by
    have h := Complex.mul_conj (χ ⟨s + s, hs⟩)
    rw [hr, Complex.normSq_eq_norm_sq, hn] at h
    simpa using h
  rcases mul_self_eq_one_iff.1 hq with h | h
  · exact Or.inl ⟨h, fun ψ hψ => kramers_pair hs (by rw [h]; norm_num) hψ⟩
  · exact Or.inr ⟨h, bloch_eq_span_fixed hs hr h⟩

/-- The subgroup of sites `x` with `2x = 0` on a ring of four sites. -/
def evenSites : AddSubgroup (ZMod 4) where
  carrier := {x | x + x = 0}
  add_mem' := by
    intro a b ha hb
    have ha' : a + a = 0 := ha
    have hb' : b + b = 0 := hb
    change a + b + (a + b) = 0
    linear_combination ha' + hb'
  zero_mem' := add_zero 0
  neg_mem' := by
    intro a ha
    have ha' : a + a = 0 := ha
    change -a + -a = 0
    linear_combination -ha'

/-- The character of `evenSites` that is `1` at the origin and `-1` elsewhere. -/
def edgeChar : AddChar evenSites ℂ where
  toFun x := if (x : ZMod 4) = 0 then 1 else -1
  map_zero_eq_one' := by simp
  map_add_eq_mul' := by
    rintro ⟨a, ha⟩ ⟨b, hb⟩
    have e : ∀ x : ZMod 4, x + x = 0 → x = 0 ∨ x = 2 := by decide
    have h2 : (2 : ZMod 4) ≠ 0 := by decide
    have h4 : (2 : ZMod 4) + 2 = 0 := by decide
    rcases e a ha with rfl | rfl <;> rcases e b hb with rfl | rfl <;> simp [h2, h4]

/-- On the ring of four sites with `s = 1`, `edgeChar` is real and takes the value `-1` at `2s`. -/
theorem edgeChar_witness :
    (∀ h, conj (edgeChar h) = edgeChar h) ∧
    ∃ hs : (1 : ZMod 4) + 1 ∈ evenSites, edgeChar ⟨1 + 1, hs⟩ = -1 := by
  refine ⟨fun h => ?_, ?_, ?_⟩
  · change conj (if (h : ZMod 4) = 0 then (1 : ℂ) else -1) =
      if (h : ZMod 4) = 0 then (1 : ℂ) else -1
    split_ifs <;> simp
  · change (1 : ZMod 4) + 1 + (1 + 1) = 0
    decide
  · change (if (1 : ZMod 4) + 1 = 0 then (1 : ℂ) else -1) = -1
    exact if_neg (by decide)

end

end MagneticTranslationSpinor
```

```lean
#print axioms MagneticTranslationSpinor.real_bloch_dichotomy
-- 'MagneticTranslationSpinor.real_bloch_dichotomy' depends on axioms: [propext, Classical.choice, Quot.sound]
```

## How the proof follows the calculation

`S_apply` writes out the two components, and `S_sq` applies it twice. In `S_antiunitary`, injectivity comes from applying $S$ to both sides of $S\varphi=S\psi$ and undoing the translation; surjectivity comes from the explicit preimage $S(-T(-2s)\psi)$. The relabelling of sites is `Equiv.sum_comp` with `Equiv.subRight s`.

`S_bloch` moves $h$ past $s$ and uses the Bloch condition at $r-s$. `bloch_S_sq` is the identity $\lambda S^2\psi=-\psi$.

In `kramers_pair`, `overlap_linear` expands the overlap of $\lambda S^2\psi+\psi$ with $S\psi$, and the resulting product is zero only if one factor is. To show $\langle\psi,\psi\rangle\neq0$ for $\psi\neq0$, the proof writes it as a sum of non-negative squared moduli.

In `bloch_eq_span_fixed`, one inclusion is immediate. For the other, `u1` and `u2` place $u$ and $v$ in the span, and `hdec` is the decomposition of $\psi$. Finally, `real_bloch_dichotomy` obtains $\lambda^{|H|}=1$, $|\lambda|=1$ and $\lambda^2=1$ in `hp`, `hn` and `hq`, then splits on the sign.

## Both signs on a ring of four sites

Take $G=\mathbb Z/4$, $s=1$ and $H=\{0,2\}$, which is `evenSites`. The character `edgeChar` has $\chi(0)=1$ and $\chi(2)=-1$; `edgeChar_witness` confirms that it is real and that $\chi(2s)=-1$, so the second case does occur. Listing sites $0,1,2,3$, let
$$\psi=(1,0),\ (0,0),\ (-1,0),\ (0,0).$$
Then
$$S\psi=(0,0),\ (0,-1),\ (0,0),\ (0,1),$$
and
$$u=\psi+S\psi=(1,0),\ (0,-1),\ (-1,0),\ (0,1).$$
Applying the component formula to $u$ returns $u$. The normalised fixed vector is $u/2$, and $\langle u,Su\rangle=4$, so orthogonality fails here.

For the trivial character, $\chi(2s)=1$. The constant field $\psi(r)=(1,i)$ has $(S\psi)(r)=(-i,-1)$. Each site contributes $1\cdot(-i)+(-i)(-1)=0$ to the overlap, so $\psi\perp S\psi$.

## The same statement for an infinite crystal

An infinite lattice would change two definitions. Nonzero Bloch fields are then not square-summable when $H$ is infinite, so the overlap would be summed over one magnetic cell, taken to have finitely many sites. At a real character this sum of $\overline{\psi}\cdot S\psi$ does not depend on the cell chosen; at a complex character it can, and the orthogonality in `kramers_pair` would not carry over in this form. The finite-order argument for $|\chi|=1$ would also be lost, so characters would be taken with values on the unit circle from the start. The algebra of $S^2$ and of the fixed combinations would stay the same.
